# For four fermion modes, the Onishi determinant is the square of a signed overlap

Number four fermion modes 0 to 3, and call a $4\times4$ matrix $Z$ a pairing matrix if $Z_{ji}=-Z_{ij}$ and $Z_{ii}=0$; its Pfaffian is $\mathrm{Pf}\,Z=Z_{01}Z_{23}-Z_{02}Z_{13}+Z_{03}Z_{12}$. With creation operators $a_i^\dagger$ and bare vacuum $|0\rangle$, the Thouless state of a complex $Z$ is $|Z\rangle=e^{P}|0\rangle$, where $P=\sum_{i<j}Z_{ij}a_i^\dagger a_j^\dagger$, so its amplitude on $|0\rangle$ is 1 and its norm is in general not 1. The Onishi determinant of two such states $|Z\rangle$ and $|W\rangle$ is $\det(1+Z^\dagger W)$.

```lean
import Mathlib

open Matrix

namespace SignedVacuumOverlap

noncomputable section

/-- A pairing matrix of four fermion modes: antisymmetric with zero diagonal. -/
def IsPairing {R : Type*} [CommRing R] (Z : Matrix (Fin 4) (Fin 4) R) : Prop :=
  (∀ i, Z i i = 0) ∧ ∀ i j, Z j i = -Z i j

/-- The Pfaffian of a four-mode pairing matrix. -/
def pf {R : Type*} [CommRing R] (Z : Matrix (Fin 4) (Fin 4) R) : R :=
  Z 0 1 * Z 2 3 - Z 0 2 * Z 1 3 + Z 0 3 * Z 1 2

/-- The sum of the vacuum, two-particle and four-particle contributions to an overlap. -/
def bracket {R : Type*} [CommRing R] (Z W : Matrix (Fin 4) (Fin 4) R) : R :=
  1 + (Z 0 1 * W 0 1 + Z 0 2 * W 0 2 + Z 0 3 * W 0 3
    + Z 1 2 * W 1 2 + Z 1 3 * W 1 3 + Z 2 3 * W 2 3) + pf Z * pf W

/-- A Fock state of four modes: one complex amplitude for each set of occupations. -/
abbrev Fock := Bool → Bool → Bool → Bool → ℂ

/-- The fermionic sign picked up on passing a mode with the given occupation. -/
def sgn (a : Bool) : ℂ := if a then -1 else 1

/-- The creation operator of each mode, with its Jordan-Wigner sign. -/
def create : Fin 4 → Fock → Bool → Bool → Bool → Bool → ℂ
  | 0, ψ, a, b, c, d => if a then ψ false b c d else 0
  | 1, ψ, a, b, c, d => if b then sgn a * ψ a false c d else 0
  | 2, ψ, a, b, c, d => if c then sgn a * sgn b * ψ a b false d else 0
  | 3, ψ, a, b, c, d => if d then sgn a * sgn b * sgn c * ψ a b c false else 0

/-- The state with no particles. -/
def vacuum (a b c d : Bool) : ℂ := if a || b || c || d then 0 else 1

/-- The pair creation operator, the sum over `i < j` of `Z i j` times
the creation operators of modes `i` and `j`. -/
def pairCreate (Z : Matrix (Fin 4) (Fin 4) ℂ) (ψ : Fock) (a b c d : Bool) : ℂ :=
  Z 0 1 * create 0 (create 1 ψ) a b c d + Z 0 2 * create 0 (create 2 ψ) a b c d
  + Z 0 3 * create 0 (create 3 ψ) a b c d + Z 1 2 * create 1 (create 2 ψ) a b c d
  + Z 1 3 * create 1 (create 3 ψ) a b c d + Z 2 3 * create 2 (create 3 ψ) a b c d

/-- The unnormalised Thouless state: the exponential series of the pair creation
operator, through second order, acting on the vacuum. -/
def thouless (Z : Matrix (Fin 4) (Fin 4) ℂ) (a b c d : Bool) : ℂ :=
  vacuum a b c d + pairCreate Z vacuum a b c d
    + 1 / 2 * pairCreate Z (pairCreate Z vacuum) a b c d

/-- The Hermitian inner product of two Fock states. -/
def overlap (ψ φ : Fock) : ℂ :=
  ∑ a, ∑ b, ∑ c, ∑ d, star (ψ a b c d) * φ a b c d

/-- Creating three pairs in four modes gives zero. -/
theorem pairCreate_cubed (Z : Matrix (Fin 4) (Fin 4) ℂ) (ψ : Fock) :
    pairCreate Z (pairCreate Z (pairCreate Z ψ)) = fun _ _ _ _ => 0 := by
  funext a b c d
  cases a <;> cases b <;> cases c <;> cases d <;> simp [pairCreate, create]

/-- The Thouless state has amplitude one on the vacuum, `Z i j` on each pair state,
the Pfaffian on the full state, and zero on odd states. -/
theorem thouless_amplitudes (Z : Matrix (Fin 4) (Fin 4) ℂ) (a b c d : Bool) :
    thouless Z a b c d = match a, b, c, d with
      | false, false, false, false => 1
      | true, true, false, false => Z 0 1
      | true, false, true, false => Z 0 2
      | true, false, false, true => Z 0 3
      | false, true, true, false => Z 1 2
      | false, true, false, true => Z 1 3
      | false, false, true, true => Z 2 3
      | true, true, true, true => pf Z
      | _, _, _, _ => 0 := by
  cases a <;> cases b <;> cases c <;> cases d <;>
    simp [thouless, pairCreate, create, vacuum, sgn, pf]
  -- Only the fully occupied state is left.
  ring

/-- The overlap of two Thouless states is the bracket, with the pairing matrix
of the bra complex conjugated. -/
theorem thouless_overlap (Z W : Matrix (Fin 4) (Fin 4) ℂ) :
    overlap (thouless Z) (thouless W) = bracket (Z.map star) W := by
  simp [overlap, thouless_amplitudes, bracket, pf]
  ring

/-- The minor of the last three rows and the columns `j`, `k`, `l`. -/
def lowerMinor {R : Type*} [CommRing R] (M : Matrix (Fin 4) (Fin 4) R)
    (j k l : Fin 4) : R :=
  M 1 j * M 2 k * M 3 l - M 1 j * M 2 l * M 3 k - M 1 k * M 2 j * M 3 l
    + M 1 k * M 2 l * M 3 j + M 1 l * M 2 j * M 3 k - M 1 l * M 2 k * M 3 j

/-- Expansion of a four-mode determinant along its first row. -/
theorem det_four {R : Type*} [CommRing R] (M : Matrix (Fin 4) (Fin 4) R) :
    M.det = M 0 0 * lowerMinor M 1 2 3 - M 0 1 * lowerMinor M 0 2 3
      + M 0 2 * lowerMinor M 0 1 3 - M 0 3 * lowerMinor M 0 1 2 := by
  rw [Matrix.det_succ_row_zero, Fin.sum_univ_four]
  simp only [Matrix.det_fin_three, Matrix.submatrix_apply]
  change (-1 : R) ^ 0 * M 0 0 * lowerMinor M 1 2 3
    + (-1 : R) ^ 1 * M 0 1 * lowerMinor M 0 2 3
    + (-1 : R) ^ 2 * M 0 2 * lowerMinor M 0 1 3
    + (-1 : R) ^ 3 * M 0 3 * lowerMinor M 0 1 2 = _
  ring

set_option maxHeartbeats 400000 in
/-- For two pairing matrices over a commutative ring, the determinant of `1 + Zᵀ W`
is the square of the bracket. -/
theorem det_one_add_transpose_mul {R : Type*} [CommRing R]
    {Z W : Matrix (Fin 4) (Fin 4) R} (hZ : IsPairing Z) (hW : IsPairing W) :
    (1 + Zᵀ * W).det = bracket Z W ^ 2 := by
  obtain ⟨z, a⟩ := hZ
  obtain ⟨w, b⟩ := hW
  have hM : ∀ i j, (1 + Zᵀ * W) i j = (if i = j then 1 else 0)
      + (Z 0 i * W 0 j + Z 1 i * W 1 j + Z 2 i * W 2 j + Z 3 i * W 3 j) := by
    intro i j
    simp only [Matrix.add_apply, Matrix.one_apply, Matrix.mul_apply,
      Matrix.transpose_apply, Fin.sum_univ_four]
  -- Express everything through the six independent entries of each matrix.
  rw [det_four]
  simp only [lowerMinor, hM, z, w, a 0 1, a 0 2, a 0 3, a 1 2, a 1 3, a 2 3,
    b 0 1, b 0 2, b 0 3, b 1 2, b 1 3, b 2 3, Fin.reduceEq, reduceIte,
    mul_zero, zero_mul, add_zero, zero_add, bracket, pf]
  ring

/-- Onishi formula for two vacua of four modes: the determinant of `1 + Zᴴ W` is the
square of the overlap of the two Thouless states. -/
theorem onishi_two_vacua {Z W : Matrix (Fin 4) (Fin 4) ℂ}
    (hZ : IsPairing Z) (hW : IsPairing W) :
    (1 + Zᴴ * W).det = overlap (thouless Z) (thouless W) ^ 2 := by
  have hZ' : IsPairing (Z.map star) :=
    ⟨fun i => by simp [hZ.1 i], fun i j => by simp [hZ.2 i j]⟩
  have h : Zᴴ = (Z.map star)ᵀ := by
    ext i j
    rfl
  rw [h, det_one_add_transpose_mul hZ' hW, thouless_overlap]

/-- The pairing matrix that pairs only the first two modes, with strength `x`. -/
def onePair (x : ℂ) : Matrix (Fin 4) (Fin 4) ℂ :=
  !![0, x, 0, 0; -x, 0, 0, 0; 0, 0, 0, 0; 0, 0, 0, 0]

/-- The matrix `onePair x` is a pairing matrix. -/
theorem onePair_isPairing (x : ℂ) : IsPairing (onePair x) := by
  constructor
  · intro i
    fin_cases i <;> simp [onePair]
  · intro i j
    fin_cases i <;> fin_cases j <;> simp [onePair]

/-- Two states with only the first two modes paired, with strengths `x` and `y`, have
overlap one plus the conjugate of `x` times `y`. -/
theorem onePair_overlap (x y : ℂ) :
    overlap (thouless (onePair x)) (thouless (onePair y)) = 1 + star x * y := by
  have e01 : ∀ t, onePair t 0 1 = t := fun _ => rfl
  have e02 : ∀ t, onePair t 0 2 = 0 := fun _ => rfl
  have e03 : ∀ t, onePair t 0 3 = 0 := fun _ => rfl
  have e12 : ∀ t, onePair t 1 2 = 0 := fun _ => rfl
  have e13 : ∀ t, onePair t 1 3 = 0 := fun _ => rfl
  have e23 : ∀ t, onePair t 2 3 = 0 := fun _ => rfl
  rw [thouless_overlap]
  simp [bracket, pf, e01, e02, e03, e12, e13, e23]

/-- The state of pair strength `1` has overlap `1` with the state of strength `0` and
overlap `-1` with that of strength `-2`, while both determinants equal `1`. -/
theorem determinant_loses_sign :
    overlap (thouless (onePair 1)) (thouless (onePair 0)) = 1 ∧
    overlap (thouless (onePair 1)) (thouless (onePair (-2))) = -1 ∧
    (1 + (onePair 1)ᴴ * onePair 0).det = 1 ∧
    (1 + (onePair 1)ᴴ * onePair (-2)).det = 1 := by
  have h0 : overlap (thouless (onePair 1)) (thouless (onePair 0)) = 1 := by
    rw [onePair_overlap]
    norm_num
  have h2 : overlap (thouless (onePair 1)) (thouless (onePair (-2))) = -1 := by
    rw [onePair_overlap]
    norm_num
  refine ⟨h0, h2, ?_, ?_⟩
  · rw [onishi_two_vacua (onePair_isPairing 1) (onePair_isPairing 0), h0]
    norm_num
  · rw [onishi_two_vacua (onePair_isPairing 1) (onePair_isPairing (-2)), h2]
    norm_num

end

end SignedVacuumOverlap
```

```lean
#print axioms SignedVacuumOverlap.pairCreate_cubed
#print axioms SignedVacuumOverlap.onishi_two_vacua
#print axioms SignedVacuumOverlap.determinant_loses_sign
```

```
'SignedVacuumOverlap.pairCreate_cubed' depends on axioms: [propext, Classical.choice, Quot.sound]
'SignedVacuumOverlap.onishi_two_vacua' depends on axioms: [propext, Classical.choice, Quot.sound]
'SignedVacuumOverlap.determinant_loses_sign' depends on axioms: [propext, Classical.choice, Quot.sound]
```

## Fock states, signs and pairing matrices in Lean

A `Fock` state assigns a complex amplitude to each of the sixteen occupation patterns, written as four Booleans. The function `create` gives the four creation operators; each carries a factor $-1$ for every occupied mode of lower number. This Jordan–Wigner convention fixes the basis state $|1111\rangle$ as $a_0^\dagger a_1^\dagger a_2^\dagger a_3^\dagger|0\rangle$. The inner product `overlap` is conjugate-linear in its first argument.

`IsPairing` states the zero diagonal and the antisymmetry separately, for entries in any commutative ring. `bracket Z W` is
$$B(Z,W)=1+\sum_{i<j}Z_{ij}W_{ij}+\mathrm{Pf}\,Z\,\mathrm{Pf}\,W .$$

The theorem `det_one_add_transpose_mul` says that $\det(1+Z^TW)=B(Z,W)^2$ for any two pairing matrices over a commutative ring. For complex ones, `onishi_two_vacua` says that $\det(1+Z^\dagger W)=\langle Z|W\rangle^2$, with the overlap computed in Fock space.

## The overlap from sixteen amplitudes

Every term of $P^3$ contains six creation operators for four modes, so some operator occurs twice and the term vanishes. The exponential therefore stops at $1+P+\tfrac12P^2$, which is how `thouless` is defined.

The first-order term gives amplitude $Z_{ij}$ to the state $a_i^\dagger a_j^\dagger|0\rangle$ with $i<j$. In second order, the four modes split into two pairs in three ways. Each split occurs in two orders, which cancels the factor $\tfrac12$. Reordering the operators gives
$$a_0^\dagger a_2^\dagger a_1^\dagger a_3^\dagger=-a_0^\dagger a_1^\dagger a_2^\dagger a_3^\dagger,\qquad a_0^\dagger a_3^\dagger a_1^\dagger a_2^\dagger=+a_0^\dagger a_1^\dagger a_2^\dagger a_3^\dagger ,$$
so the amplitude on $|1111\rangle$ is $Z_{01}Z_{23}-Z_{02}Z_{13}+Z_{03}Z_{12}=\mathrm{Pf}\,Z$. States with an odd number of particles have amplitude zero. Summing the products of amplitudes,
$$\langle Z|W\rangle=1+\sum_{i<j}\overline{Z_{ij}}\,W_{ij}+\overline{\mathrm{Pf}\,Z}\;\mathrm{Pf}\,W=B(\overline Z,W).$$

In Lean, `pairCreate_cubed` and `thouless_amplitudes` check the sixteen occupation patterns by `cases`. Simplification settles all the amplitudes except the fully occupied one, which `ring` finishes. `thouless_overlap` then inserts these amplitudes into the inner product.

## Why the determinant is a square

First, $\det A=(\mathrm{Pf}\,A)^2$ for a $4\times4$ pairing matrix $A$. Since the diagonal is zero, only permutations without fixed points contribute. The three products of two disjoint transpositions give $A_{01}^2A_{23}^2$, $A_{02}^2A_{13}^2$ and $A_{03}^2A_{12}^2$. The six 4-cycles form inverse pairs with equal contributions, and together give
$$-2A_{01}A_{23}A_{02}A_{13}+2A_{01}A_{23}A_{03}A_{12}-2A_{02}A_{13}A_{03}A_{12}.$$
The sum is the square of the Pfaffian.

Next, define the dual pairing matrix $\hat Z$ by
$$\hat Z_{01}=Z_{23},\quad \hat Z_{02}=-Z_{13},\quad \hat Z_{03}=Z_{12},\quad \hat Z_{12}=Z_{03},\quad \hat Z_{13}=-Z_{02},\quad \hat Z_{23}=Z_{01}.$$
Multiplication gives $Z\hat Z=-p\,1$ with $p=\mathrm{Pf}\,Z$. For instance, the entry $(0,0)$ is $-Z_{01}Z_{23}+Z_{02}Z_{13}-Z_{03}Z_{12}=-p$, and the entry $(0,1)$ is $-Z_{02}Z_{03}+Z_{03}Z_{02}=0$.

Suppose for the moment that $p$ is invertible. Then $Z^{-1}=-\hat Z/p$, and because $Z^T=-Z$,
$$1+Z^TW=1-ZW=-Z\left(\frac{\hat Z}{p}+W\right).$$
The matrix in parentheses is again a pairing matrix, and $\det(-Z)=\det Z=p^2$, so
$$\det(1+Z^TW)=\left[p\,\mathrm{Pf}\left(\frac{\hat Z}{p}+W\right)\right]^2 .$$
The Pfaffian is quadratic in the entries. Its part quadratic in $\hat Z$ is $\mathrm{Pf}\,\hat Z/p^2=1/p$, because $\mathrm{Pf}\,\hat Z=p$. Its mixed part is
$$\frac1p\left(\hat Z_{01}W_{23}+\hat Z_{23}W_{01}-\hat Z_{02}W_{13}-\hat Z_{13}W_{02}+\hat Z_{03}W_{12}+\hat Z_{12}W_{03}\right)=\frac1p\sum_{i<j}Z_{ij}W_{ij}.$$
The remaining part is $\mathrm{Pf}\,W$. Multiplication by $p$ turns the sum of the three into $B(Z,W)$.

The restriction on $p$ can now be removed. Treat the twelve entries above the diagonals as independent variables. The calculation is valid for rational functions of these variables, where $p\neq0$, and both sides of the result are polynomials with integer coefficients. They are therefore the same polynomial, and its variables may take values in any commutative ring.

The Lean proof reaches the same identity by direct expansion. `det_four` expands the determinant along its first row into the $3\times3$ minors called `lowerMinor`. In the main theorem, `hM` writes out each entry of $1+Z^TW$. The two parts of `IsPairing` then remove the diagonal entries and replace those below the diagonal, and `ring` compares the resulting polynomials in twelve variables.

For the complex formula, `onishi_two_vacua` notes that $\overline Z$ is again a pairing matrix and that $Z^\dagger=\overline Z^{\,T}$. The ring identity gives $B(\overline Z,W)^2$, and the amplitude calculation identifies $B(\overline Z,W)$ with the overlap.

## Two overlaps of opposite sign with the same determinant

If only modes 0 and 1 are paired, with strengths $x$ and $y$, the overlap is $1+\bar x y$. For $x=1$, the choice $y=0$ gives $1$ and the choice $y=-2$ gives $-1$. Both determinants equal 1, as `determinant_loses_sign` states. The squared norms of the states with strengths $1$, $0$ and $-2$ are $2$, $1$ and $5$, so the normalised overlaps are $1/\sqrt2$ and $-1/\sqrt{10}$.

The sign refers to the convention that each state has amplitude 1 on the bare vacuum. It matters when several quasiparticle vacua are superposed, as in symmetry projection or generator-coordinate calculations, because overlaps then enter linearly; the explicit bracket supplies it for four modes and states of Thouless form.

## The range of the formula

The Onishi formula is normally used for any number of modes and is often written with the Bogoliubov matrices themselves. The theorem here concerns four modes and two states given by pairing matrices. It leaves out vacua orthogonal to the bare vacuum, among them all those of odd number parity, which contain only components with an odd number of particles.

The file works with the Thouless states directly and defines no quasiparticle operators. The link to Bogoliubov theory is the standard relation $\bigl(a_i-\sum_jZ_{ij}a_j^\dagger\bigr)|Z\rangle=0$, which makes $|Z\rangle$ the vacuum of the quasiparticles built from these combinations.

The zero diagonal is a real restriction when $2=0$ in the ring. Over the field with two elements, let $Z=W$ have a single nonzero entry, $Z_{00}=1$. This matrix satisfies $Z_{ji}=-Z_{ij}$, yet $\det(1+Z^TW)=1+1=0$, while $B(Z,W)^2=1$. For complex matrices, antisymmetry alone forces the diagonal to vanish.

Replacing $1$ by $\lambda 1$ in the argument with the dual matrix gives a neighbouring identity for pairing matrices:
$$\det(\lambda 1+Z^TW)=\left(\lambda^2+\lambda\sum_{i<j}Z_{ij}W_{ij}+\mathrm{Pf}\,Z\,\mathrm{Pf}\,W\right)^2 .$$
For complex matrices it follows that every eigenvalue of $Z^TW$ has even algebraic multiplicity.
